# Isentropic and isothermal bulk moduli: BS = BT(1 + αγT) ≥ BT for a smooth free energy with positive heat capacity

Let F(V, T) be the Helmholtz free energy of a fixed amount of substance, with pressure P = −∂F/∂V and entropy S = −∂F/∂T. The bulk modulus is −V dP/dV, taken at constant T for BT and at constant S for BS; the thermal expansion coefficient α is (1/V) dV/dT at constant P. The Grüneisen parameter γ is V (∂P/∂T)/CV, where CV = T ∂S/∂T is the heat capacity and both derivatives are taken at constant V.

```lean
import Mathlib

open Topology

namespace AdiabaticBulkModulus

noncomputable section

/-- The partial derivative of a state function with respect to volume, at fixed temperature. -/
def partialV (G : ℝ × ℝ → ℝ) (p : ℝ × ℝ) : ℝ := fderiv ℝ G p (1, 0)

/-- The partial derivative of a state function with respect to temperature, at fixed volume. -/
def partialT (G : ℝ × ℝ → ℝ) (p : ℝ × ℝ) : ℝ := fderiv ℝ G p (0, 1)

/-- The pressure `P = -∂F/∂V` of the free energy `F(V, T)`. -/
def pressure (F : ℝ × ℝ → ℝ) (p : ℝ × ℝ) : ℝ := -partialV F p

/-- The entropy `S = -∂F/∂T` of the free energy `F(V, T)`. -/
def entropy (F : ℝ × ℝ → ℝ) (p : ℝ × ℝ) : ℝ := -partialT F p

/-- The isothermal bulk modulus `BT = -V (∂P/∂V)` at fixed temperature. -/
def bulkT (F : ℝ × ℝ → ℝ) (p : ℝ × ℝ) : ℝ := -(p.1 * partialV (pressure F) p)

/-- The heat capacity at constant volume, `CV = T (∂S/∂T)`. -/
def heatCapacity (F : ℝ × ℝ → ℝ) (p : ℝ × ℝ) : ℝ := p.2 * partialT (entropy F) p

/-- The Grüneisen parameter `γ = V (∂P/∂T) / CV`, for states with `CV ≠ 0`. -/
def gruneisen (F : ℝ × ℝ → ℝ) (p : ℝ × ℝ) : ℝ :=
  p.1 * partialT (pressure F) p / heatCapacity F p

/-- The curve `v(T)` passes through the state `(V, T)`, is differentiable there, and keeps the
pressure constant near it. -/
def IsIsobar (F : ℝ × ℝ → ℝ) (v : ℝ → ℝ) (V T : ℝ) : Prop :=
  v T = V ∧ DifferentiableAt ℝ v T ∧ ∀ᶠ t in 𝓝 T, pressure F (v t, t) = pressure F (V, T)

/-- The curve `τ(V)` passes through the state `(V, T)`, is differentiable there, and keeps the
entropy constant near it. -/
def IsIsentrope (F : ℝ × ℝ → ℝ) (τ : ℝ → ℝ) (V T : ℝ) : Prop :=
  τ V = T ∧ DifferentiableAt ℝ τ V ∧ ∀ᶠ x in 𝓝 V, entropy F (x, τ x) = entropy F (V, T)

/-- The thermal expansion coefficient `α = v'(T) / v(T)` along a curve `v` with `v(T) ≠ 0`. -/
def expansion (v : ℝ → ℝ) (T : ℝ) : ℝ := deriv v T / v T

/-- The bulk modulus `-V dP/dV` along the curve `τ(V)`; on an isentrope this is `BS`. -/
def bulkAlong (F : ℝ × ℝ → ℝ) (τ : ℝ → ℝ) (V : ℝ) : ℝ :=
  -(V * deriv (fun x => pressure F (x, τ x)) V)

variable {F : ℝ × ℝ → ℝ} {v τ : ℝ → ℝ} {V T : ℝ}

/-- Chain rule: the rate of change of a differentiable state function along a differentiable
curve of states. -/
theorem hasDerivAt_along {G : ℝ × ℝ → ℝ} {a b : ℝ → ℝ} {a' b' s : ℝ} {p : ℝ × ℝ}
    (hp : (a s, b s) = p) (hG : DifferentiableAt ℝ G p)
    (ha : HasDerivAt a a' s) (hb : HasDerivAt b b' s) :
    HasDerivAt (fun t => G (a t, b t)) (a' * partialV G p + b' * partialT G p) s := by
  subst hp
  have hc : HasDerivAt (fun t => (a t, b t)) (a', b') s := ha.prodMk hb
  have hG' : HasFDerivAt G (fderiv ℝ G (a s, b s)) ((fun t => (a t, b t)) s) :=
    hG.hasFDerivAt
  refine HasDerivAt.congr_deriv (hG'.comp_hasDerivAt s hc) ?_
  have e : ((a', b') : ℝ × ℝ) = a' • ((1, 0) : ℝ × ℝ) + b' • ((0, 1) : ℝ × ℝ) := by
    ext <;> simp
  rw [e, map_add, map_smul, map_smul]
  rfl

/-- For a twice continuously differentiable free energy, minus its slope in a fixed direction is
differentiable, and its derivative is minus the second derivative of `F` with that direction
inserted. -/
theorem hasFDerivAt_neg_slope {p : ℝ × ℝ} (hF : ContDiffAt ℝ 2 F p) (w : ℝ × ℝ) :
    HasFDerivAt (fun q => -(fderiv ℝ F q w)) (-((fderiv ℝ (fderiv ℝ F) p).flip w)) p := by
  have h1 : ContDiffAt ℝ 1 (fderiv ℝ F) p := hF.fderiv_right one_add_one_eq_two.le
  have hD : DifferentiableAt ℝ (fderiv ℝ F) p := h1.differentiableAt (by norm_num)
  have h := hD.hasFDerivAt.clm_apply (hasFDerivAt_const w p)
  have h2 : HasFDerivAt (fun q => fderiv ℝ F q w) ((fderiv ℝ (fderiv ℝ F) p).flip w) p := by
    simpa using h
  exact h2.neg

/-- The slopes `∂P/∂V` and `∂S/∂T` are minus the second derivatives `F_VV` and `F_TT`. -/
theorem response_eq (F : ℝ × ℝ → ℝ) (p : ℝ × ℝ) :
    partialV (pressure F) p = -partialV (partialV F) p ∧
      partialT (entropy F) p = -partialT (partialT F) p := by
  constructor
  · change fderiv ℝ (-(partialV F)) p (1, 0) = _
    rw [fderiv_neg]
    rfl
  · change fderiv ℝ (-(partialT F)) p (0, 1) = _
    rw [fderiv_neg]
    rfl

/-- Maxwell relation `∂P/∂T = ∂S/∂V` for a twice continuously differentiable free energy. -/
theorem maxwell {p : ℝ × ℝ} (hF : ContDiffAt ℝ 2 F p) :
    partialT (pressure F) p = partialV (entropy F) p := by
  have hs : IsSymmSndFDerivAt ℝ F p := hF.isSymmSndFDerivAt (by simp)
  change fderiv ℝ (fun q => -(fderiv ℝ F q (1, 0))) p (0, 1)
    = fderiv ℝ (fun q => -(fderiv ℝ F q (0, 1))) p (1, 0)
  rw [(hasFDerivAt_neg_slope hF (1, 0)).fderiv, (hasFDerivAt_neg_slope hF (0, 1)).fderiv]
  exact congrArg Neg.neg (hs (0, 1) (1, 0))

/-- Along an isobar of a twice continuously differentiable free energy, at `V > 0`, thermal
expansion times isothermal bulk modulus is the thermal pressure slope: `α BT = ∂P/∂T`. -/
theorem expansion_mul_bulkT (hF : ContDiffAt ℝ 2 F (V, T)) (hV : 0 < V)
    (hv : IsIsobar F v V T) :
    expansion v T * bulkT F (V, T) = partialT (pressure F) (V, T) := by
  obtain ⟨h0, hd, hev⟩ := hv
  have hP : DifferentiableAt ℝ (pressure F) (V, T) :=
    (hasFDerivAt_neg_slope hF (1, 0)).differentiableAt
  -- the pressure does not change along the isobar
  have h := (hasDerivAt_along (a := v) (b := fun t => t) (by simp [h0]) hP
    hd.hasDerivAt (hasDerivAt_id' T)).unique
    ((hasDerivAt_const T (pressure F (V, T))).congr_of_eventuallyEq hev)
  change deriv v T / v T * -(V * partialV (pressure F) (V, T)) = _
  rw [h0]
  have e : deriv v T / V * -(V * partialV (pressure F) (V, T))
      = -(deriv v T * partialV (pressure F) (V, T)) := by
    field_simp
  rw [e]
  linarith

/-- Along an isentrope the temperature follows `dT/dV = -γ T / V`, for a twice continuously
differentiable free energy with `F_TT < 0` at `V, T > 0`. -/
theorem isentrope_slope (hF : ContDiffAt ℝ 2 F (V, T)) (hV : 0 < V) (hT : 0 < T)
    (hTT : partialT (partialT F) (V, T) < 0) (hτ : IsIsentrope F τ V T) :
    deriv τ V = -(gruneisen F (V, T) * T / V) := by
  obtain ⟨h0, hd, hev⟩ := hτ
  have hS : DifferentiableAt ℝ (entropy F) (V, T) :=
    (hasFDerivAt_neg_slope hF (0, 1)).differentiableAt
  have hy : 0 < partialT (entropy F) (V, T) := by
    rw [(response_eq F (V, T)).2]
    linarith
  -- the entropy does not change along the isentrope
  have h := (hasDerivAt_along (a := fun x => x) (b := τ) (by simp [h0]) hS
    (hasDerivAt_id' V) hd.hasDerivAt).unique
    ((hasDerivAt_const V (entropy F (V, T))).congr_of_eventuallyEq hev)
  change deriv τ V = -(V * partialT (pressure F) (V, T) /
    (T * partialT (entropy F) (V, T)) * T / V)
  rw [maxwell hF]
  have e : V * partialV (entropy F) (V, T) / (T * partialT (entropy F) (V, T)) * T / V
      = partialV (entropy F) (V, T) / partialT (entropy F) (V, T) := by
    field_simp
  rw [e, ← neg_div, eq_div_iff hy.ne']
  linarith

/-- Given an isobar and an isentrope through the state `(V, T)`, the isentropic and isothermal bulk
moduli obey `BS = BT (1 + α γ T)` and `BS ≥ BT`, for a twice continuously differentiable free energy
with `F_TT < 0` at `V, T > 0`. -/
theorem bulkS_eq_and_ge (hF : ContDiffAt ℝ 2 F (V, T)) (hV : 0 < V) (hT : 0 < T)
    (hTT : partialT (partialT F) (V, T) < 0)
    (hv : IsIsobar F v V T) (hτ : IsIsentrope F τ V T) :
    bulkAlong F τ V = bulkT F (V, T) * (1 + expansion v T * gruneisen F (V, T) * T) ∧
      bulkT F (V, T) ≤ bulkAlong F τ V := by
  have hα := expansion_mul_bulkT hF hV hv
  have hslope := isentrope_slope hF hV hT hTT hτ
  obtain ⟨h0, hd, -⟩ := hτ
  have hP : DifferentiableAt ℝ (pressure F) (V, T) :=
    (hasFDerivAt_neg_slope hF (1, 0)).differentiableAt
  have hy : 0 < partialT (entropy F) (V, T) := by
    rw [(response_eq F (V, T)).2]
    linarith
  -- the pressure change along the isentrope has a volume part and a heating part
  have hBS : bulkAlong F τ V
      = bulkT F (V, T) + gruneisen F (V, T) * T * partialT (pressure F) (V, T) := by
    have h := (hasDerivAt_along (a := fun x => x) (b := τ) (by simp [h0]) hP
      (hasDerivAt_id' V) hd.hasDerivAt).deriv
    unfold bulkAlong
    rw [h, hslope]
    change _ = -(V * partialV (pressure F) (V, T)) + _
    field_simp
    ring
  refine ⟨by rw [hBS, ← hα]; ring, ?_⟩
  -- the heating part is a square over a positive number
  have hsq : gruneisen F (V, T) * T * partialT (pressure F) (V, T)
      = V * partialT (pressure F) (V, T) ^ 2 / partialT (entropy F) (V, T) := by
    change V * partialT (pressure F) (V, T) / (T * partialT (entropy F) (V, T)) * T *
      partialT (pressure F) (V, T) = _
    field_simp
  have hpos : 0 ≤ V * partialT (pressure F) (V, T) ^ 2 / partialT (entropy F) (V, T) := by
    positivity
  rw [hBS, hsq]
  linarith

/-- Given an isobar and an isentrope through the state `(V, T)`, the isentropic and isothermal bulk
moduli coincide exactly when the thermal expansion coefficient vanishes, for a twice continuously
differentiable free energy with `F_VV > 0` and `F_TT < 0` at `V, T > 0`. -/
theorem bulkS_eq_bulkT_iff (hF : ContDiffAt ℝ 2 F (V, T)) (hV : 0 < V) (hT : 0 < T)
    (hVV : 0 < partialV (partialV F) (V, T)) (hTT : partialT (partialT F) (V, T) < 0)
    (hv : IsIsobar F v V T) (hτ : IsIsentrope F τ V T) :
    bulkAlong F τ V = bulkT F (V, T) ↔ expansion v T = 0 := by
  have hB : 0 < bulkT F (V, T) := by
    change 0 < -(V * partialV (pressure F) (V, T))
    rw [(response_eq F (V, T)).1]
    have := mul_pos hV hVV
    linarith
  have hy : partialT (entropy F) (V, T) ≠ 0 := by
    rw [(response_eq F (V, T)).2]
    exact neg_ne_zero.mpr hTT.ne
  rw [(bulkS_eq_and_ge hF hV hT hTT hv hτ).1]
  constructor
  · intro h
    by_contra hα
    -- a nonzero expansion forces a nonzero Grüneisen parameter
    have hx : partialT (pressure F) (V, T) ≠ 0 := by
      rw [← expansion_mul_bulkT hF hV hv]
      exact mul_ne_zero hα hB.ne'
    have hγ : gruneisen F (V, T) ≠ 0 :=
      div_ne_zero (mul_ne_zero hV.ne' hx) (mul_ne_zero hT.ne' hy)
    exact mul_ne_zero hB.ne' (mul_ne_zero (mul_ne_zero hα hγ) hT.ne') (by linarith)
  · intro h
    rw [h]
    ring

/-- A dimensionless quadratic free energy `F = V²/2 - V T - T²/2` with coupled `V` and `T`. -/
def model (q : ℝ × ℝ) : ℝ := q.1 ^ 2 / 2 - q.1 * q.2 - q.2 ^ 2 / 2

/-- At every state the quadratic model is twice continuously differentiable with `F_VV > 0` and
`F_TT < 0`, and straight lines in the `(V, T)` plane are its isobar and its isentrope. -/
theorem model_witness (V T : ℝ) :
    ContDiffAt ℝ 2 model (V, T) ∧ 0 < partialV (partialV model) (V, T) ∧
      partialT (partialT model) (V, T) < 0 ∧
      IsIsobar model (fun t => t + (V - T)) V T ∧
      IsIsentrope model (fun x => V + T - x) V T := by
  have hm : ContDiff ℝ 2 model := by
    unfold model
    fun_prop
  have hmd : Differentiable ℝ model := hm.differentiable (by norm_num)
  -- partial derivatives are derivatives along the coordinate lines
  have pV : ∀ {G : ℝ × ℝ → ℝ} {x y d : ℝ}, DifferentiableAt ℝ G (x, y) →
      HasDerivAt (fun s => G (s, y)) d x → partialV G (x, y) = d := by
    intro G x y d hG h
    have h1 := (hasDerivAt_along (a := fun s => s) (b := fun _ => y) rfl hG
      (hasDerivAt_id' x) (hasDerivAt_const x y)).unique h
    linarith
  have pT : ∀ {G : ℝ × ℝ → ℝ} {x y d : ℝ}, DifferentiableAt ℝ G (x, y) →
      HasDerivAt (fun s => G (x, s)) d y → partialT G (x, y) = d := by
    intro G x y d hG h
    have h1 := (hasDerivAt_along (a := fun _ => x) (b := fun s => s) rfl hG
      (hasDerivAt_const y x) (hasDerivAt_id' y)).unique h
    linarith
  have hV : partialV model = fun q => q.1 - q.2 := by
    funext ⟨x, y⟩
    refine pV (hmd _) (HasDerivAt.congr_deriv
      (((((hasDerivAt_id' x).fun_pow 2).div_const 2).fun_sub
        ((hasDerivAt_id' x).mul_const y)).sub_const (y ^ 2 / 2)) (by norm_num))
  have hT : partialT model = fun q => -q.1 - q.2 := by
    funext ⟨x, y⟩
    refine pT (hmd _) (HasDerivAt.congr_deriv
      ((((hasDerivAt_id' y).const_mul x).const_sub (x ^ 2 / 2)).fun_sub
        (((hasDerivAt_id' y).fun_pow 2).div_const 2)) (by norm_num))
  refine ⟨hm.contDiffAt, ?_, ?_, ⟨by ring, by fun_prop, ?_⟩, ⟨by ring, by fun_prop, ?_⟩⟩
  · rw [hV, pV (by fun_prop) ((hasDerivAt_id' V).sub_const T)]
    norm_num
  · rw [hT, pT (by fun_prop) ((hasDerivAt_id' T).const_sub (-V))]
    norm_num
  · refine Filter.Eventually.of_forall fun t => ?_
    simp only [pressure, hV]
    ring
  · refine Filter.Eventually.of_forall fun x => ?_
    simp only [entropy, hT]
    ring

end

end AdiabaticBulkModulus
```

```lean
#print axioms AdiabaticBulkModulus.bulkS_eq_bulkT_iff
-- 'AdiabaticBulkModulus.bulkS_eq_bulkT_iff' depends on axioms: [propext, Classical.choice, Quot.sound]
```

## States, response functions and curves

A state is a pair of real numbers, volume first and temperature second. `partialV` and `partialT` apply the derivative of a state function to the directions (1, 0) and (0, 1), so they are the usual partial derivatives. Below, subscripts V and T denote them, evaluated at the state under study. The response functions are

BT = −V P_V = V F_VV  
CV = T S_T = −T F_TT  
γ = V P_T / CV = −V F_VT / CV

and appear as `bulkT`, `heatCapacity` and `gruneisen`. The Grüneisen parameter γ measures how strongly heating at fixed volume raises the pressure.

Constant pressure and constant entropy are expressed by actual curves. `IsIsobar` describes a function v(T) that passes through the state, is differentiable there and keeps P constant nearby. `IsIsentrope` does the same for a function τ(V) and S. Then `expansion` is α = v′/v, and `bulkAlong` is −V times the derivative of P along τ. Thus BS is defined as a derivative along the isentrope, and its relation to BT has to be proved.

## What is proved about the two moduli

The main theorem, `bulkS_eq_and_ge`, assumes that F is twice continuously differentiable at a state with V > 0 and T > 0, that F_TT < 0 there, and that an isobar and an isentrope through the state are given. It concludes

BS = BT(1 + αγT) and BS ≥ BT.

The condition F_TT < 0 is thermal stability: at positive temperature it says that CV is positive. Mechanical stability, F_VV > 0, is not needed here. It enters in `bulkS_eq_bulkT_iff`, which says that BS = BT exactly when α = 0.

The curves are hypotheses; their existence is not derived from F. The description covers hydrostatic compression with V and T as the only variables. Shear, anisotropic stress and changes of composition are absent, and a phase transition at which F loses its second derivatives is excluded.

For a single-phase material described by such an F(V, T), the formula converts the isothermal modulus from a free-energy fit, for example one built on electronic-structure calculations, into the modulus for reversible adiabatic compression.

## From constant pressure and entropy to the formula

Along a differentiable curve of states (a(s), b(s)), the chain rule for a state function G reads

dG/ds = a′ G_V + b′ G_T.

This is `hasDerivAt_along`, proved by splitting (a′, b′) into its two coordinate directions and using linearity of the derivative. To apply it to P and S, one needs these functions to be differentiable; `hasFDerivAt_neg_slope` obtains this from the smoothness of F. The signs P_V = −F_VV and S_T = −F_TT are recorded in `response_eq`.

Symmetry of the second derivatives gives the Maxwell relation, `maxwell`:

P_T = −F_VT = −F_TV = S_V.

On the isobar P is constant, so its derivative with respect to temperature vanishes:

0 = v′ P_V + P_T.

Hence

α BT = (v′/V)(−V P_V) = −v′ P_V = P_T.

This is `expansion_mul_bulkT`. The Lean proof computes the derivative of P along the curve twice, once by the chain rule and once as the derivative of a constant, and `unique` equates the results.

On the isentrope S is constant, and the same argument gives

0 = S_V + τ′ S_T.

Since S_T = −F_TT > 0, we may divide. With the Maxwell relation,

τ′ = −S_V/S_T = −P_T/S_T = −γT/V,

where the last step uses γ = V P_T/(T S_T). This is `isentrope_slope`: for positive γ, compression at constant entropy heats the material.

Now differentiate the pressure along the isentrope:

dP/dV = P_V + τ′ P_T.

Multiplying by −V and inserting the slope gives

BS = BT + γT P_T.

This is the intermediate equation `hBS`. Replacing P_T by α BT yields

BS = BT + γTα BT = BT(1 + αγT).

For the inequality, insert the definition of γ into the excess instead:

BS − BT = γT P_T = V P_T²/S_T ≥ 0.

The equation is `hsq`, and `positivity` supplies the sign: a square times a positive volume, over a positive slope. The sign of α does not matter, because α and γ enter through the same quantity P_T.

For the equality case, F_VV > 0 makes BT positive. If α = 0, the formula gives BS = BT at once. If α ≠ 0, then P_T = α BT is nonzero, hence γ is nonzero, and the excess αγT BT cannot vanish.

## A coupled example and the decoupled limit

The dimensionless function `model` is

F = V²/2 − VT − T²/2,

with P = T − V and S = V + T. Its isobars and isentropes are straight lines, and `model_witness` verifies the smoothness, the two curvature signs and both curves at every state. At positive V and T, the formulas give

BT = V, α = 1/V, γ = V/T, BS = 2V.

Here αγT = 1, and holding the entropy fixed doubles the stiffness.

The opposite limit is a free energy without coupling, F = f(V) + g(T), with f″ > 0 and g″ < 0. Then P_T = 0, so α and γ both vanish and BS = BT. Compression at constant entropy leaves the temperature unchanged, and the two experiments measure the same modulus.

## Negative heat capacity reverses the inequality

Changing the sign of the last term in the coupled example violates the hypothesis F_TT < 0. The result is a mathematical counter-example, not a thermally stable material:

F = V²/2 − VT + T²/2.

Now P = T − V and S = V − T, so a line of constant V − T is both an isobar and an isentrope. The pressure does not change along it, which gives BS = 0, while BT = V > 0. The inequality BS ≥ BT therefore fails. The heat capacity is CV = −T, so γ = −V/T and α = 1/V, and the factor 1 + αγT is zero. In this example the equation for BS survives and only the ordering is lost: the excess V P_T²/S_T has acquired a negative denominator.
